# The Bogoliubov rotation of two fermionic modes is unitary and sends \(a\) to \(\cos t\,a-\sin t\,b^*\)

Take two fermionic modes with annihilators \(a\), \(b\) and the four states \(|0\rangle\), \(a^*|0\rangle\), \(b^*|0\rangle\), \(|2\rangle=a^*b^*|0\rangle\). The operator \(K=a^*b^*-ba\) creates and destroys a pair:

\[
K|0\rangle=|2\rangle,\qquad K|2\rangle=-|0\rangle,\qquad Ka^*|0\rangle=Kb^*|0\rangle=0 .
\]

It generates a plane rotation on the empty and doubly occupied states and vanishes on the other two, so \(K^3=-K\). The exponential series of \(tK\) then sums to

\[
U(t)=1+\sin t\,K+(1-\cos t)K^2 ,
\]

and \(U(t)|0\rangle=\cos t\,|0\rangle+\sin t\,|2\rangle\). On operators the rotation acts by conjugation, \(X\mapsto U(t)\,X\,U(t)^*\), and this is the sense in which it sends \(a\) to \(\cos t\,a-\sin t\,b^*\). With \(a=c_{k\uparrow}\) and \(b=c_{-k\downarrow}\), the state \(U(t)|0\rangle\) is the factor that the pair \((k\uparrow,-k\downarrow)\) contributes to the mean-field BCS state, here with a real amplitude and a free angle \(t\), since no Hamiltonian or gap equation enters.

The same algebra works without choosing a representation. The conditions it needs are taken in turn below. The examples of failure are worked by hand and are not part of the Lean code.

## Operators with an adjoint

The operators live in a ring `A` with an operation `star`, the Hermitian adjoint, which is additive, reverses products and squares to the identity. No Hilbert space, norm or dimension is assumed.

```lean
import Mathlib

noncomputable section

namespace BogoliubovPair

variable {A : Type*} [Ring A] [StarRing A]
```

Reversal of products is what turns relations among annihilators into relations among creators. The adjoint also supplies the creators that appear in \(K\), and unitarity is defined through it.

## The anticommutation relations

The physical hypothesis is `CARPair a b`. The fields `sq_a` and `sq_b` express Pauli exclusion. The fields `num_a` and `num_b` fix the normalisation: together with exclusion they give \((a^*a)^2=a^*a\) and \((b^*b)^2=b^*b\), so that a measured occupation is 0 or 1. The fields `anti` and `anti_star` say that the two modes are distinct fermionic modes.

```lean
/-- Canonical anticommutation relations for two fermionic modes with annihilators `a` and `b`. -/
structure CARPair (a b : A) : Prop where
  sq_a : a * a = 0
  sq_b : b * b = 0
  num_a : a * star a + star a * a = 1
  num_b : b * star b + star b * b = 1
  anti : a * b + b * a = 0
  anti_star : a * star b + star b * a = 0
```

The generator and the rotation are defined as above. `Algebra ℝ A` allows operators to be multiplied by real numbers, and `•` denotes that multiplication. Because `rotation` is the closed formula, no convergence question arises.

```lean
/-- The pairing generator `K = a* b* - b a`, which creates and destroys a pair. -/
def pairGen (a b : A) : A := star a * star b - b * a

/-- The Bogoliubov rotation `U(t) = 1 + sin t K + (1 - cos t) K²`. -/
def rotation [Algebra ℝ A] (a b : A) (t : ℝ) : A :=
  1 + Real.sin t • pairGen a b + (1 - Real.cos t) • (pairGen a b * pairGen a b)
```

Taking adjoints of `sq_a`, `sq_b`, `anti` and `anti_star` gives

\[
a^*a^*=0,\quad b^*b^*=0,\quad a^*b^*+b^*a^*=0,\quad ba^*+a^*b=0 .
\]

```lean
/-- The adjoint anticommutation relations: creators square to zero and anticommute, and
`b` anticommutes with `a*`. -/
theorem CARPair.adjoint {a b : A} (h : CARPair a b) :
    star a * star a = 0 ∧ star b * star b = 0 ∧ star a * star b + star b * star a = 0 ∧
      b * star a + star a * b = 0 := by
  refine ⟨by rw [← star_mul, h.sq_a, star_zero], by rw [← star_mul, h.sq_b, star_zero], ?_, ?_⟩
  · have e := congrArg star h.anti
    simp only [star_add, star_mul, star_zero] at e
    rwa [add_comm] at e
  · have e := congrArg star h.anti_star
    simpa only [star_add, star_mul, star_star, star_zero] using e
```

Now the products with \(K\). Since \(aba=-ba^2=0\) and \(b^*a^*b^*=-a^*b^*b^*=0\),

\[
aK=aa^*b^*,\qquad b^*K=-b^*ba .
\]

Moving \(K\) to the other side uses `anti_star` and the normalisation:

\[
\begin{aligned}
Ka&=a^*b^*a=-a^*ab^*=-(1-aa^*)b^*=aK-b^*,\\
Kb^*&=-bab^*=bb^*a=(1-b^*b)a=b^*K+a .
\end{aligned}
\]

For two factors of \(K\), note that \(ab^*ba=-b^*aba=0\) and \(b^*aa^*b^*=-ab^*a^*b^*=0\). Hence

\[
\begin{aligned}
aK^2&=-aa^*b^*ba=-(1-a^*a)b^*ba=-b^*ba=b^*K,\\
b^*K^2&=-b^*b\,aa^*b^*=-(1-bb^*)aa^*b^*=-aK,\\
K^2a&=K(aK-b^*)=(aK-b^*)K-(b^*K+a)=-b^*K-a .
\end{aligned}
\]

Finally,

\[
K^3=a^*(b^*K^2)-b(aK^2)=-a^*aK-bb^*K .
\]

Here \(a^*aK=a^*aa^*b^*=a^*(1-a^*a)b^*=a^*b^*\), and \(bb^*K=-bb^*ba=-b(1-bb^*)a=-ba\). Therefore \(K^3=-a^*b^*+ba=-K\).

The Lean proof follows this route. It replaces \(a^*\) and \(b^*\) by letters `x` and `y`, then proves the two commutation rules (`c1`, `c2`), the short forms (`aK`, `yK`), the vanishing products (`z1`, `z2`) and the double products (`aKK`, `yKK`). Each `linear_combination` names the relations to use, multiplied on the left or right by operators, and `noncomm_ring` checks the remaining identity without commuting any factors.

```lean
/-- The generator satisfies `K³ = -K`, `K a = a K - b*`, `K² a = -b* K - a`, `a K² = b* K` and `b*
K² = -a K`. -/
theorem pairGen_relations {a b : A} (h : CARPair a b) :
    pairGen a b * pairGen a b * pairGen a b = -pairGen a b ∧
    pairGen a b * a = a * pairGen a b - star b ∧
    pairGen a b * pairGen a b * a = -(star b * pairGen a b) - a ∧
    a * pairGen a b * pairGen a b = star b * pairGen a b ∧
    star b * pairGen a b * pairGen a b = -(a * pairGen a b) := by
  obtain ⟨h1, h2, h3, h4, h5, h6⟩ := h
  obtain ⟨s1, s2, s5, -⟩ := CARPair.adjoint ⟨h1, h2, h3, h4, h5, h6⟩
  have hK : pairGen a b = star a * star b - b * a := rfl
  generalize pairGen a b = K at *
  generalize star a = x at *
  generalize star b = y at *
  -- the commutators of K with a and b*
  have c1 : K * a = a * K - y := by
    rw [hK]
    linear_combination (norm := noncomm_ring) x * h6 - h3 * y + h5 * a - b * h1 - b * h1
  have c2 : K * y = y * K + a := by
    rw [hK]
    linear_combination (norm := noncomm_ring) x * s2 + x * s2 - s5 * y - b * h6 + h4 * a
  -- only one half of K survives next to a or b*
  have yK : y * K = -(y * b * a) := by
    rw [hK]
    linear_combination (norm := noncomm_ring) s5 * y - x * s2
  have aK : a * K = a * x * y := by
    rw [hK]
    linear_combination (norm := noncomm_ring) b * h1 - h5 * a
  have z1 : a * y * b * a = 0 := by
    linear_combination (norm := noncomm_ring) h6 * b * a - y * h5 * a + y * b * h1
  have z2 : y * a * x * y = 0 := by
    linear_combination (norm := noncomm_ring) h6 * x * y - a * s5 * y + a * x * s2
  have aKK : a * K * K = y * K := by
    linear_combination (norm := noncomm_ring)
      aK * K + a * x * yK - yK - h3 * y * b * a + x * z1
  have yKK : y * K * K = -(a * K) := by
    linear_combination (norm := noncomm_ring)
      yK * K - y * b * aK + aK - h4 * a * x * y + b * z2
  refine ⟨?_, c1, ?_, aKK, yKK⟩
  · linear_combination (norm := noncomm_ring) hK * K * K + x * yKK - b * aKK - x * aK
      - b * yK + hK - x * h3 * y + s1 * a * y + b * h4 * a - h2 * y * a
  · linear_combination (norm := noncomm_ring) K * c1 + c1 * K + aKK - c2
```

Each group of relations matters:

- **Exclusion.** Let \(b\) be a fermionic mode and \(a=\gamma/\sqrt2\), where \(\gamma\) is self-adjoint, \(\gamma^2=1\), and \(\gamma\) anticommutes with \(b\) and \(b^*\). Only `sq_a` fails. Then \(K=a(b+b^*)\), so \(K^2=-\tfrac12\) and \(K^3=-\tfrac12K\). Exchanging the roles of the modes does the same for `sq_b`.
- **Normalisation.** Let \(a\) be a fermionic mode and \(b=0\), so that only `num_b` fails. Then \(K=0\) and \(U=1\), which leaves \(a\) unchanged instead of multiplying it by \(\cos t\). The choice \(a=0\) does the same for `num_a` and the transformation of \(b\).
- **Distinct fermionic modes.** If the modes commute with each other, as two spins do, then \(Ka-aK=-(1-2a^*a)b^*\). The extra factor spoils the linear mixing of \(a\) and \(b^*\) already at first order in \(t\).

## Real numbers unchanged by the adjoint

`StarModule ℝ A` says that \((rX)^*=rX^*\) for real \(r\), as for operators on a Hilbert space. It is needed for unitarity: since \(K^*=ba-a^*b^*=-K\), it gives \(U(t)^*=U(-t)\). Write \(s=\sin t\) and \(c=1-\cos t\). With \(K^4=-K^2\),

\[
U(-t)U(t)=(1+cK^2)^2-s^2K^2=1+(2c-c^2-s^2)K^2=1,
\]

because \(2c-c^2=1-\cos^2t=s^2\). Replacing \(t\) by \(-t\) gives the product in the other order.

In the proof, `hU` is the statement about the adjoint and `key` is this computation. The `module` normalisation compares the real coefficients, with \(\sin^2+\cos^2=1\) supplied. Without `StarModule`, the step to \(U(-t)\) is unavailable.

```lean
variable [Algebra ℝ A]

/-- The Bogoliubov rotation is unitary. -/
theorem rotation_unitary [StarModule ℝ A] {a b : A} (h : CARPair a b) (t : ℝ) :
    star (rotation a b t) * rotation a b t = 1 ∧
      rotation a b t * star (rotation a b t) = 1 := by
  have k3 := (pairGen_relations h).1
  have hs : star (pairGen a b) = -pairGen a b := by simp [pairGen]
  have hU : star (rotation a b t) = rotation a b (-t) := by simp [rotation, hs]
  have key : ∀ r : ℝ, rotation a b (-r) * rotation a b r = 1 := by
    intro r
    simp only [rotation, Real.sin_neg, Real.cos_neg, add_mul, mul_add, smul_mul_assoc,
      mul_smul_comm, one_mul, mul_one, ← mul_assoc, k3, neg_mul]
    linear_combination (norm := module)
      -(Real.sin_sq_add_cos_sq r • (pairGen a b * pairGen a b))
  rw [hU]
  exact ⟨key t, by simpa only [neg_neg] using key (-t)⟩
```

Moving \(U\) past \(a\) doesn't need that condition. From the product relations,

\[
Ua=a+s(aK-b^*)-c(b^*K+a)=\cos t\,a-s\,b^*+s\,aK-c\,b^*K .
\]

In the other order,

\[
\begin{aligned}
(\cos t\,a-s\,b^*)U={}&\cos t\,a-s\,b^*+(s\cos t+sc)\,aK\\
&+(c\cos t-s^2)\,b^*K .
\end{aligned}
\]

The coefficients agree, since \(s\cos t+sc=s\) and \(c\cos t-s^2=\cos t-1=-c\). Exchanging \(a\) and \(b\) changes \(K\) to \(-K\), so the exchanged rotation at \(-t\) is \(U(t)\). This gives \(Ub=(\cos t\,b+\sin t\,a^*)U\). The Lean proof applies its `key` once to each ordering of the modes.

```lean
/-- Moving the rotation past an annihilator turns it into a mixture of an annihilator and
the creator of the other mode. -/
theorem rotation_intertwines {a b : A} (h : CARPair a b) (t : ℝ) :
    rotation a b t * a = (Real.cos t • a - Real.sin t • star b) * rotation a b t ∧
    rotation a b t * b = (Real.cos t • b + Real.sin t • star a) * rotation a b t := by
  have key : ∀ {p q : A}, CARPair p q → ∀ r : ℝ,
      rotation p q r * p = (Real.cos r • p - Real.sin r • star q) * rotation p q r := by
    intro p q hpq r
    obtain ⟨-, r1, r2, r3, r4⟩ := pairGen_relations hpq
    simp only [rotation, add_mul, sub_mul, mul_add, smul_mul_assoc, mul_smul_comm,
      one_mul, mul_one, ← mul_assoc, r1, r2, r3, r4]
    linear_combination (norm := module)
      Real.sin_sq_add_cos_sq r • (star q * pairGen p q)
  refine ⟨key h t, ?_⟩
  -- exchanging the modes reverses the angle
  obtain ⟨-, -, s5, s6⟩ := h.adjoint
  have hba : CARPair b a :=
    ⟨h.sq_b, h.sq_a, h.num_b, h.num_a, by rw [add_comm]; exact h.anti, s6⟩
  have hK : pairGen b a = -pairGen a b := by
    unfold pairGen
    linear_combination (norm := noncomm_ring) s5 - h.anti
  have hU : rotation b a (-t) = rotation a b t := by simp [rotation, hK]
  have e := key hba (-t)
  rwa [hU, Real.cos_neg, Real.sin_neg, neg_smul, sub_neg_eq_add] at e
```

Multiplying on the right by \(U^*\) and using \(UU^*=1\) turns these relations into conjugations. For every real \(t\), the next theorem states that \(K^3=-K\), that \(U\) is unitary (`rotation a b t ∈ unitary A` means that both products with the adjoint equal 1), and that

\[
UaU^*=\cos t\,a-\sin t\,b^*,\qquad UbU^*=\cos t\,b+\sin t\,a^* .
\]

```lean
/-- Bogoliubov transformation: `K³ = -K`, the rotation `U` is unitary, and conjugation by `U`
sends `a` to `cos t a - sin t b*` and `b` to `cos t b + sin t a*`. -/
theorem bogoliubov_transformation [StarModule ℝ A] {a b : A} (h : CARPair a b) (t : ℝ) :
    pairGen a b ^ 3 = -pairGen a b ∧ rotation a b t ∈ unitary A ∧
    rotation a b t * a * star (rotation a b t) = Real.cos t • a - Real.sin t • star b ∧
    rotation a b t * b * star (rotation a b t) = Real.cos t • b + Real.sin t • star a := by
  have hu := rotation_unitary h t
  obtain ⟨ia, ib⟩ := rotation_intertwines h t
  refine ⟨?_, hu, ?_, ?_⟩
  · rw [pow_succ, pow_two, (pairGen_relations h).1]
  · rw [ia, mul_assoc, hu.2, mul_one]
  · rw [ib, mul_assoc, hu.2, mul_one]
```

## A state empty of both modes

The operators now act on a space `M`, and `v` satisfies \(av=0\) and \(bv=0\): both modes are empty, whatever else the state contains. `IsScalarTower ℝ A M` makes multiplication by real numbers compatible with the action of operators. `M` carries no inner product, so `v` has no norm in the statement. In a Hilbert space with \(\|v\|=1\), the rotated state also has norm 1, and the pair is occupied with probability \(\sin^2t\).

By hand, \(Kv=a^*b^*v\). Expanding the left factor of \(K^2\) gives

\[
K^2=a^*b^*K-baK=-a^*b^*ba-b(Ka+b^*)=-a^*b^*ba-bKa+b^*b-1 .
\]

Every term except \(-1\) ends in an annihilator, so \(K^2v=-v\) and

\[
Uv=v+\sin t\,a^*b^*v-(1-\cos t)v=\cos t\,v+\sin t\,a^*b^*v .
\]

The transformed annihilators destroy this state, because \((\cos t\,a-\sin t\,b^*)Uv=Uav=0\), and likewise for \(b\). In the proof, `k1` finds \(Kv\) from the definition of \(K\), `kk` is the expansion of \(K^2\), and `k2` is its consequence \(K^2v=-v\).

If one mode is occupied, the conclusion fails. For \(v=a^*|0\rangle\) one has \(bv=0\) but \(av\neq0\), and \(Kv=0\) leaves \(Uv=v\): the occupied mode blocks the pair.

```lean
/-- The rotation takes a vector `v` annihilated by `a` and `b` to `cos t v + sin t a* b* v`,
and both transformed annihilators annihilate the result. -/
theorem bcs_state {M : Type*} [AddCommGroup M] [Module ℝ M] [Module A M]
    [IsScalarTower ℝ A M] {a b : A} (h : CARPair a b) (t : ℝ) {v : M}
    (ha : a • v = 0) (hb : b • v = 0) :
    rotation a b t • v = Real.cos t • v + Real.sin t • ((star a * star b) • v) ∧
    (Real.cos t • a - Real.sin t • star b) • (rotation a b t • v) = 0 ∧
    (Real.cos t • b + Real.sin t • star a) • (rotation a b t • v) = 0 := by
  obtain ⟨ia, ib⟩ := rotation_intertwines h t
  refine ⟨?_, by rw [← mul_smul, ← ia, mul_smul, ha, smul_zero],
    by rw [← mul_smul, ← ib, mul_smul, hb, smul_zero]⟩
  obtain ⟨-, s2, s5, -⟩ := h.adjoint
  have c1 := (pairGen_relations h).2.1
  have hK : pairGen a b = star a * star b - b * a := rfl
  have yK : star b * pairGen a b = -(star b * b * a) := by
    rw [hK]
    linear_combination (norm := noncomm_ring) s5 * star b - star a * s2
  -- K² is -1 up to terms ending in an annihilator
  have kk : pairGen a b * pairGen a b =
      -(star a * star b * b * a) - b * pairGen a b * a + star b * b - 1 := by
    linear_combination (norm := noncomm_ring)
      hK * pairGen a b + star a * yK + b * c1 - h.num_b
  have k1 : pairGen a b • v = (star a * star b) • v := by
    rw [hK, sub_smul, mul_smul b a v, ha, smul_zero, sub_zero]
  have k2 : (pairGen a b * pairGen a b) • v = -v := by
    rw [kk]
    simp only [sub_smul, add_smul, neg_smul, mul_smul, one_smul, ha, hb, smul_zero,
      neg_zero, sub_zero, zero_add, zero_sub]
  simp only [rotation, add_smul, smul_assoc, one_smul, k1, k2]
  generalize (star a * star b) • v = w
  module
```

## Four-by-four matrices that satisfy the relations

The relations are realised by complex matrices on the four states of the opening, in the order \(|0\rangle\), \(a^*|0\rangle\), \(b^*|0\rangle\), \(a^*b^*|0\rangle\), with `star` the conjugate transpose. The entry \(-1\) in the second matrix is the fermionic sign from moving \(b\) past \(a^*\). The proof writes out both adjoints and checks each relation entry by entry.

```lean
/-- Explicit four-dimensional matrices satisfy the two-mode anticommutation relations. -/
theorem carPair_witness :
    CARPair (!![0, 1, 0, 0; 0, 0, 0, 0; 0, 0, 0, 1; 0, 0, 0, 0] : Matrix (Fin 4) (Fin 4) ℂ)
      !![0, 0, 1, 0; 0, 0, 0, -1; 0, 0, 0, 0; 0, 0, 0, 0] := by
  -- the two creators as explicit matrices
  have hA : star (!![0, 1, 0, 0; 0, 0, 0, 0; 0, 0, 0, 1; 0, 0, 0, 0] :
      Matrix (Fin 4) (Fin 4) ℂ) = !![0, 0, 0, 0; 1, 0, 0, 0; 0, 0, 0, 0; 0, 0, 1, 0] := by
    ext i j
    fin_cases i <;> fin_cases j <;> simp [Matrix.star_apply]
  have hB : star (!![0, 0, 1, 0; 0, 0, 0, -1; 0, 0, 0, 0; 0, 0, 0, 0] :
      Matrix (Fin 4) (Fin 4) ℂ) = !![0, 0, 0, 0; 0, 0, 0, 0; 1, 0, 0, 0; 0, -1, 0, 0] := by
    ext i j
    fin_cases i <;> fin_cases j <;> simp [Matrix.star_apply]
  constructor <;> ext i j <;> fin_cases i <;> fin_cases j <;>
    simp [hA, hB, Matrix.mul_apply, Fin.sum_univ_four]

end BogoliubovPair
```

```lean
#print axioms BogoliubovPair.bogoliubov_transformation
-- 'BogoliubovPair.bogoliubov_transformation' depends on axioms: [propext, Classical.choice, Quot.sound]
#print axioms BogoliubovPair.bcs_state
-- 'BogoliubovPair.bcs_state' depends on axioms: [propext, Classical.choice, Quot.sound]
```
